# The finite-size energy of a uniformly charged nucleus is $2\pi ZR^2/5$ per unit constant electron density

For a uniformly charged nucleus of charge $Z>0$ and radius $R>0$,

$$\int_0^R\left(\frac{Z}{r}-\frac{Z(3R^2-r^2)}{2R^3}\right)4\pi r^2\,dr=\frac{2\pi ZR^2}{5}>0 .$$

The bracket is the potential of a point charge minus the potential inside the nucleus. An electron has charge $-1$ in atomic units, so spreading out the nuclear charge raises its energy by this difference. Multiplying the integral by an electron density that is constant over the nucleus gives the energy shift behind the Mössbauer isomer shift.

## Charge, potential and energy

```lean
import Mathlib

open Real

namespace MoessbauerIsomerShift

noncomputable section
```

All quantities below are real numbers in atomic units, with potential $Z/r$ for a point charge $Z$. The nucleus is spherical: its charge density $\rho$ is a function of the radius alone, written `ρ : ℝ → ℝ`, and only its values between $0$ and $R$ matter.

```lean
/-- Charge inside the sphere of radius `r` for the radial charge density `ρ`. -/
def enclosedCharge (ρ : ℝ → ℝ) (r : ℝ) : ℝ :=
  ∫ s in (0 : ℝ)..r, ρ s * (4 * π * s ^ 2)
```

This defines the charge inside radius $r$,

$$q(r)=\int_0^r\rho(s)\,4\pi s^2\,ds .$$

In Lean, `∫ s in (0 : ℝ)..r` is the integral from $0$ to $r$, and a function is applied without brackets, so `ρ s` means $\rho(s)$.

```lean
/-- Potential at radius `r` due to the charged shells between `r` and the surface `R`. -/
def shellPotential (ρ : ℝ → ℝ) (R r : ℝ) : ℝ :=
  ∫ s in r..R, ρ s * (4 * π * s)
```

A thin shell of radius $s$ carries the charge $4\pi s^2\rho(s)\,ds$ and produces the constant potential $4\pi s\rho(s)\,ds$ in its interior. The shells outside $r$ therefore contribute

$$S(r)=\int_r^R\rho(s)\,4\pi s\,ds .$$

```lean
/-- Electrostatic potential (atomic units) at radius `r`, for `0 < r ≤ R`, inside a nucleus
of radius `R` with radial charge density `ρ`. -/
def potential (ρ : ℝ → ℝ) (R r : ℝ) : ℝ :=
  enclosedCharge ρ r / r + shellPotential ρ R r
```

The potential inside the nucleus is $V(r)=q(r)/r+S(r)$. It enters as a definition; Gauss's law, proved below, confirms that it gives the right field.

```lean
/-- Second radial moment of the charge inside the sphere of radius `R`. -/
def secondMoment (ρ : ℝ → ℝ) (R : ℝ) : ℝ :=
  ∫ s in (0 : ℝ)..R, s ^ 2 * (ρ s * (4 * π * s ^ 2))
```

The second radial moment is $M(r)=\int_0^r s^2\rho(s)\,4\pi s^2\,ds$. For total charge $Z\neq 0$, $M(R)$ equals $Z$ times the mean square charge radius.

```lean
/-- Finite-size energy per unit constant electron density: the point-charge potential minus
the true potential, integrated over the nuclear volume. The integrand is meant for `0 < r`. -/
def finiteSizeEnergy (ρ : ℝ → ℝ) (R : ℝ) : ℝ :=
  ∫ r in (0 : ℝ)..R, (enclosedCharge ρ R / r - potential ρ R r) * (4 * π * r ^ 2)
```

With $Q=q(R)$ for the total charge, the finite-size energy per unit electron density is

$$W=\int_0^R\left(\frac{Q}{r}-V(r)\right)4\pi r^2\,dr .$$

The integral stops at $R$ because both potentials equal $Q/r$ outside. Lean assigns the value $0$ to a division by zero, which is harmless here because the factor $r^2$ vanishes at the origin.

The electron density has been taken out of the integral, so its variation across the nucleus is neglected, as is any response of the electrons to the changed potential.

```lean
/-- Isomer shift between an absorber and a source with constant electron densities `na` and
`ns` at the nucleus, for excited and ground nuclear charge densities `ρe` and `ρg` with
radii `Re` and `Rg`. -/
def isomerShift (ρe ρg : ℝ → ℝ) (Re Rg na ns : ℝ) : ℝ :=
  na * (finiteSizeEnergy ρe Re - finiteSizeEnergy ρg Rg)
    - ns * (finiteSizeEnergy ρe Re - finiteSizeEnergy ρg Rg)
```

The nucleus has an excited state $e$ and a ground state $g$, with finite-size energies $W_e$ and $W_g$. In a material with electron density $n$ at the nucleus, the transition energy changes by $n(W_e-W_g)$. The isomer shift is this change in the absorber minus that in the source:

$$\delta=n_a(W_e-W_g)-n_s(W_e-W_g).$$

It is an energy, not a Doppler velocity.

## Gauss's law for the potential

```lean
/-- For a continuous density, the enclosed charge grows with radius at the rate
`4 π r² ρ(r)`. -/
theorem hasDerivAt_enclosedCharge {ρ : ℝ → ℝ} (hρ : Continuous ρ) (r : ℝ) :
    HasDerivAt (enclosedCharge ρ) (ρ r * (4 * π * r ^ 2)) r := by
  have hc : Continuous fun s : ℝ => ρ s * (4 * π * s ^ 2) := by fun_prop
  exact (hc.integral_hasStrictDerivAt 0 r).hasDerivAt
```

A Lean theorem lists its hypotheses, then after a colon its statement, and after `:=` the proof. `HasDerivAt f a r` says that $f$ is differentiable at $r$ with derivative $a$. So for continuous $\rho$,

$$q'(r)=4\pi r^2\rho(r),$$

which is the fundamental theorem of calculus. The tactic `fun_prop` checks that the integrand is continuous, and a library theorem supplies the derivative.

```lean
/-- For a continuous density, the potential of the outer shells changes with radius at the
rate `-4 π r ρ(r)`. -/
theorem hasDerivAt_shellPotential {ρ : ℝ → ℝ} (hρ : Continuous ρ) (R r : ℝ) :
    HasDerivAt (shellPotential ρ R) (-(ρ r * (4 * π * r))) r := by
  have hc : Continuous fun s : ℝ => ρ s * (4 * π * s) := by fun_prop
  have e : shellPotential ρ R = fun u => -∫ s in R..u, ρ s * (4 * π * s) :=
    funext fun u => intervalIntegral.integral_symm _ _
  rw [e]
  exact (hc.integral_hasStrictDerivAt R r).hasDerivAt.fun_neg
```

Similarly $S'(r)=-4\pi r\rho(r)$. The minus sign appears because $r$ is the lower limit; the proof first exchanges the limits and then differentiates.

```lean
/-- Gauss's law: for a continuous density and `r ≠ 0`, the field `E` with `r² E` equal to the
enclosed charge is minus the derivative of the potential. -/
theorem gauss_law {ρ : ℝ → ℝ} (hρ : Continuous ρ) (R : ℝ) {r E : ℝ} (hr : r ≠ 0)
    (hE : r ^ 2 * E = enclosedCharge ρ r) :
    HasDerivAt (potential ρ R) (-E) r := by
  have h := ((hasDerivAt_enclosedCharge hρ r).fun_div (hasDerivAt_id' r) hr).fun_add
    (hasDerivAt_shellPotential hρ R r)
  refine h.congr_deriv ?_
  rw [← hE]
  -- the two terms containing the local density cancel
  have h1 : (ρ r * (4 * π * r ^ 2) * r - r ^ 2 * E * 1) / r ^ 2
      = ρ r * (4 * π * r) - E := by
    rw [div_eq_iff (pow_ne_zero 2 hr)]
    ring
  rw [h1]
  ring
```

The field $E$ is specified by $r^2E=q(r)$, and the theorem says that $V'(r)=-E$ for $r\neq0$. By hand, the quotient rule gives

$$V'(r)=\frac{4\pi r^2\rho(r)\,r-q(r)}{r^2}-4\pi r\rho(r)=-\frac{q(r)}{r^2}=-E .$$

The Lean proof assembles the same derivative in `h`. It then replaces $q(r)$ by $r^2E$ and simplifies the quotient in `h1`, after which the terms with the local density cancel. The tactic `ring` proves identities that follow from the rules of addition and multiplication.

## The energy depends only on the second moment

```lean
/-- For every continuous radial charge density, the finite-size energy per unit electron
density is `2π/3` times the second radial moment of the nuclear charge. -/
theorem finiteSizeEnergy_eq {ρ : ℝ → ℝ} (hρ : Continuous ρ) (R : ℝ) :
    finiteSizeEnergy ρ R = 2 * π / 3 * secondMoment ρ R := by
  have hq := hasDerivAt_enclosedCharge hρ
  have hS := hasDerivAt_shellPotential hρ R
  have hM : ∀ r, HasDerivAt (secondMoment ρ) (r ^ 2 * (ρ r * (4 * π * r ^ 2))) r := by
    intro r
    have hc : Continuous fun s : ℝ => s ^ 2 * (ρ s * (4 * π * s ^ 2)) := by fun_prop
    exact (hc.integral_hasStrictDerivAt 0 r).hasDerivAt
  -- an explicit antiderivative of the energy density
  have hF : ∀ r, HasDerivAt (fun x => 4 * π * (x ^ 2 / 2 *
      (enclosedCharge ρ R - enclosedCharge ρ x) - x ^ 3 / 3 * shellPotential ρ R x
        + secondMoment ρ x / 6))
      (4 * π * (r * (enclosedCharge ρ R - enclosedCharge ρ r)
        - r ^ 2 * shellPotential ρ R r)) r := by
    intro r
    have h2 : HasDerivAt (fun x : ℝ => x ^ 2 / 2) r r :=
      ((hasDerivAt_pow 2 r).div_const 2).congr_deriv (by norm_num)
    have h3 : HasDerivAt (fun x : ℝ => x ^ 3 / 3) (r ^ 2) r :=
      ((hasDerivAt_pow 3 r).div_const 3).congr_deriv (by norm_num)
    have h := (((h2.fun_mul ((hq r).const_sub (enclosedCharge ρ R))).fun_sub
      (h3.fun_mul (hS r))).fun_add ((hM r).div_const 6)).const_mul (4 * π)
    exact h.congr_deriv (by ring)
  have hqc : Continuous (enclosedCharge ρ) :=
    continuous_iff_continuousAt.2 fun r => (hq r).continuousAt
  have hSc : Continuous (shellPotential ρ R) :=
    continuous_iff_continuousAt.2 fun r => (hS r).continuousAt
  have hc : Continuous fun r => 4 * π * (r * (enclosedCharge ρ R - enclosedCharge ρ r)
      - r ^ 2 * shellPotential ρ R r) :=
    continuous_const.mul ((continuous_id.mul (continuous_const.sub hqc)).sub
      ((continuous_pow 2).mul hSc))
  -- the volume element removes the singularity at the origin
  have hI : finiteSizeEnergy ρ R = ∫ r in (0 : ℝ)..R,
      4 * π * (r * (enclosedCharge ρ R - enclosedCharge ρ r)
        - r ^ 2 * shellPotential ρ R r) := by
    unfold finiteSizeEnergy
    apply intervalIntegral.integral_congr
    intro r _
    rcases eq_or_ne r 0 with rfl | hr
    · simp
    · have h1 : r⁻¹ * r = 1 := inv_mul_cancel₀ hr
      simp only [potential]
      linear_combination (4 * π * r * (enclosedCharge ρ R - enclosedCharge ρ r)) * h1
  have hS0 : shellPotential ρ R R = 0 := intervalIntegral.integral_same
  have hM0 : secondMoment ρ 0 = 0 := intervalIntegral.integral_same
  rw [hI, intervalIntegral.integral_eq_sub_of_hasDerivAt (fun r _ => hF r)
    (hc.intervalIntegrable 0 R)]
  simp only [hS0, hM0]
  ring
```

For every continuous radial density,

$$W=\frac{2\pi}{3}M(R).$$

To derive this, insert $V=q/r+S$ into the integrand:

$$\left(\frac{Q-q(r)}{r}-S(r)\right)4\pi r^2=4\pi\left[r\,(Q-q(r))-r^2S(r)\right].$$

The singularity at the origin has gone. An antiderivative is

$$F(r)=4\pi\left[\frac{r^2}{2}(Q-q(r))-\frac{r^3}{3}S(r)+\frac{M(r)}{6}\right].$$

Differentiating the bracket gives the wanted terms $r(Q-q)-r^2S$, together with terms in the local density:

$$4\pi r^4\rho(r)\left(-\frac12+\frac13+\frac16\right)=0 .$$

At the surface $Q-q(R)=0$ and $S(R)=0$, so $F(R)=4\pi M(R)/6$. At the centre $F(0)=0$. The difference is $2\pi M(R)/3$.

In the Lean proof, `hq`, `hS` and `hM` are the derivatives of $q$, $S$ and $M$, and `hF` is the derivative of $F$. The step `hI` rewrites the integrand in its regular form, treating $r=0$ separately. The boundary values are `hS0` and `hM0`, and the fundamental theorem then gives $F(R)-F(0)$.

## The uniformly charged nucleus

```lean
/-- A constant charge density `ρ₀` puts the charge `ρ₀ (4/3) π r³` inside radius `r`. -/
theorem enclosedCharge_uniform (ρ₀ r : ℝ) :
    enclosedCharge (fun _ => ρ₀) r = ρ₀ * (4 / 3 * π * r ^ 3) := by
  simp only [enclosedCharge, intervalIntegral.integral_const_mul, integral_pow]
  push_cast
  ring
```

A constant density $\rho_0$ is written `fun _ => ρ₀`, a function that ignores its argument. Its enclosed charge is $q(r)=\rho_0\,\tfrac43\pi r^3$, from the integral of $s^2$.

```lean
/-- The potential inside a uniformly charged nucleus of charge `Z` and radius `R > 0` is
`Z (3R² - r²) / (2R³)`. -/
theorem potential_uniform {ρ₀ Z R : ℝ} (hR : 0 < R)
    (hZ : ρ₀ * (4 / 3 * π * R ^ 3) = Z) (r : ℝ) :
    potential (fun _ => ρ₀) R r = Z * (3 * R ^ 2 - r ^ 2) / (2 * R ^ 3) := by
  have h : ρ₀ * (4 / 3 * π * r ^ 3) / r = ρ₀ * (4 / 3 * π * r ^ 2) := by
    rcases eq_or_ne r 0 with rfl | hr
    · simp
    · rw [div_eq_iff hr]
      ring
  -- the contribution of the outer shells
  have hs : (∫ s in r..R, ρ₀ * (4 * π * s)) = 2 * π * ρ₀ * (R ^ 2 - r ^ 2) := by
    have e : (∫ s in r..R, ρ₀ * (4 * π * s)) = ∫ s in r..R, ρ₀ * (4 * π) * s ^ 1 := by
      apply intervalIntegral.integral_congr
      intro s _
      show ρ₀ * (4 * π * s) = ρ₀ * (4 * π) * s ^ 1
      ring
    rw [e, intervalIntegral.integral_const_mul, integral_pow]
    push_cast
    ring
  simp only [potential, shellPotential, enclosedCharge_uniform]
  rw [h, hs, ← hZ, eq_div_iff (by positivity)]
  ring
```

The hypothesis `hZ` says that density times volume equals $Z$, which fixes $\rho_0$ by the total charge. The two parts of the potential are

$$\frac{q(r)}{r}=\frac{4\pi}{3}\rho_0r^2,\qquad S(r)=2\pi\rho_0(R^2-r^2).$$

Their sum is $\tfrac{2\pi}{3}\rho_0(3R^2-r^2)$, and $\rho_0=3Z/(4\pi R^3)$ turns it into

$$V(r)=\frac{Z(3R^2-r^2)}{2R^3}.$$

In Lean, `h` and `hs` are these two parts. The identity is stated for every real $r$, but it describes the nuclear potential only for $0\le r\le R$.

```lean
/-- The second radial moment of a uniformly charged nucleus of charge `Z` and radius `R` is
`(3/5) Z R²`. -/
theorem secondMoment_uniform {ρ₀ Z R : ℝ} (hZ : ρ₀ * (4 / 3 * π * R ^ 3) = Z) :
    secondMoment (fun _ => ρ₀) R = 3 / 5 * Z * R ^ 2 := by
  have h : secondMoment (fun _ => ρ₀) R = ∫ s in (0 : ℝ)..R, ρ₀ * (4 * π) * s ^ 4 := by
    unfold secondMoment
    apply intervalIntegral.integral_congr
    intro s _
    show s ^ 2 * (ρ₀ * (4 * π * s ^ 2)) = ρ₀ * (4 * π) * s ^ 4
    ring
  rw [h, intervalIntegral.integral_const_mul, integral_pow, ← hZ]
  push_cast
  ring
```

The second moment is

$$M(R)=4\pi\rho_0\int_0^Rs^4\,ds=\frac{4\pi\rho_0R^5}{5}=\frac35ZR^2 .$$

The proof brings the integrand into the form constant times $s^4$, integrates, and substitutes the charge relation.

```lean
/-- For a uniformly charged nucleus of charge `Z > 0` and radius `R > 0`, the finite-size
energy per unit constant electron density is `2πZR²/5`, and it is positive. -/
theorem uniform_nucleus_energy {Z R : ℝ} (hZ : 0 < Z) (hR : 0 < R) :
    (∫ r in (0 : ℝ)..R, (Z / r - Z * (3 * R ^ 2 - r ^ 2) / (2 * R ^ 3)) * (4 * π * r ^ 2))
      = 2 * π * Z * R ^ 2 / 5 ∧
    0 < ∫ r in (0 : ℝ)..R,
      (Z / r - Z * (3 * R ^ 2 - r ^ 2) / (2 * R ^ 3)) * (4 * π * r ^ 2) := by
  -- the constant density that carries the total charge Z
  obtain ⟨ρ₀, hρ⟩ : ∃ ρ₀ : ℝ, ρ₀ * (4 / 3 * π * R ^ 3) = Z :=
    ⟨Z / (4 / 3 * π * R ^ 3), div_mul_cancel₀ _ (by positivity)⟩
  have h := finiteSizeEnergy_eq (ρ := fun _ => ρ₀) continuous_const R
  rw [secondMoment_uniform hρ] at h
  simp only [finiteSizeEnergy, potential_uniform hR hρ, enclosedCharge_uniform, hρ] at h
  have h' := h.trans (show 2 * π / 3 * (3 / 5 * Z * R ^ 2) = 2 * π * Z * R ^ 2 / 5 by ring)
  refine ⟨h', ?_⟩
  rw [h']
  positivity
```

This is the opening result, with the integral written out in full. The symbol `∧` means "and": the first part gives the value, the second says that the integral is positive.

From the general formula,

$$W=\frac{2\pi}{3}\cdot\frac35ZR^2=\frac{2\pi ZR^2}{5}.$$

Direct integration agrees:

$$4\pi Z\int_0^R\left(r-\frac{3r^2}{2R}+\frac{r^4}{2R^3}\right)dr=4\pi ZR^2\left(\frac12-\frac12+\frac1{10}\right).$$

The Lean proof takes the first route. It obtains a density $\rho_0$ that carries the charge $Z$, applies the general formula, and inserts the uniform moment. The line with `simp only` replaces the defined potential by its explicit form, so that the integral becomes the one in the statement. The tactic `positivity` then reads off the sign of $2\pi ZR^2/5$ from $Z>0$ and $R>0$.

## The isomer shift of uniform nuclei

```lean
/-- For uniformly charged excited and ground nuclei of equal charge `Z`, the isomer shift is
`(2πZ/5) (na - ns) (Re² - Rg²)`. -/
theorem isomerShift_uniform {ρe ρg Z Re Rg : ℝ} (he : ρe * (4 / 3 * π * Re ^ 3) = Z)
    (hg : ρg * (4 / 3 * π * Rg ^ 3) = Z) (na ns : ℝ) :
    isomerShift (fun _ => ρe) (fun _ => ρg) Re Rg na ns
      = 2 * π * Z / 5 * (na - ns) * (Re ^ 2 - Rg ^ 2) := by
  unfold isomerShift
  rw [finiteSizeEnergy_eq continuous_const, finiteSizeEnergy_eq continuous_const,
    secondMoment_uniform he, secondMoment_uniform hg]
  ring

end

end MoessbauerIsomerShift
```

The hypotheses `he` and `hg` give the excited and ground nuclei the same charge $Z$, as they must have, since a gamma transition leaves the number of protons unchanged. With $W_e=2\pi ZR_e^2/5$ and $W_g=2\pi ZR_g^2/5$, the definition of the shift gives

$$\delta=(n_a-n_s)(W_e-W_g)=\frac{2\pi Z}{5}(n_a-n_s)(R_e^2-R_g^2).$$

The proof applies the general energy formula and the uniform second moment to each state, and `ring` collects the factors.

For electronic-structure calculations, this means that in a model with spherical, uniformly charged nuclei and constant electron density over the nuclear volume, the shift is linear in the computed density at the nucleus, with a slope fixed by the nuclear charge and radii. The densities $n_a$ and $n_s$ are inputs here; computing them is a separate problem.

```lean
#print axioms MoessbauerIsomerShift.gauss_law
-- 'MoessbauerIsomerShift.gauss_law' depends on axioms: [propext, Classical.choice, Quot.sound]
#print axioms MoessbauerIsomerShift.uniform_nucleus_energy
-- 'MoessbauerIsomerShift.uniform_nucleus_energy' depends on axioms: [propext, Classical.choice, Quot.sound]
#print axioms MoessbauerIsomerShift.isomerShift_uniform
-- 'MoessbauerIsomerShift.isomerShift_uniform' depends on axioms: [propext, Classical.choice, Quot.sound]
```
